# For Hermitian H, positive semidefinite lead broadenings A and B, and η > 0, the matrix E + iη − H + i(A + B)/2 is invertible at every real energy E

A finite, non-interacting device with Hermitian Hamiltonian H is coupled to two leads, which enter only through positive semidefinite broadening matrices A and B. The theorem says that, for any real energy E and any artificial broadening η > 0, the complex matrix E + iη − H + i(A + B)/2 has an inverse, so the device's Green function exists there. The attempt argues by contradiction: if the determinant were zero, some nonzero vector v, not necessarily normalised, would be sent to zero by the matrix. But the imaginary part of v†(E + iη − H + i(A + B)/2)v is η v†v plus half of v†Av + v†Bv, which is strictly positive; divided by v†v, it is at least η.

An attempt in Lean 4 with a fault in it:

```lean
import Mathlib

open scoped ComplexOrder Matrix
open Complex (I)

namespace IsUnitInverseGreen

noncomputable section

variable {n : Type*} [Fintype n] [DecidableEq n]

/-- The inverse Green function `E + iη - H + i(A + B)/2` of a device with Hamiltonian `H`,
lead broadenings `A` and `B`, and artificial broadening `η`. -/
def inverseGreen (E η : ℝ) (H A B : Matrix n n ℂ) : Matrix n n ℂ :=
  ((E : ℂ) + (η : ℂ) * I) • (1 : Matrix n n ℂ) - H + (I / 2) • (A + B)

/-- For Hermitian `H`, positive semidefinite lead broadenings and `η > 0`, the matrix
`E + iη - H + i(A + B)/2` is invertible at every real energy. -/
theorem isUnit_inverseGreen (E : ℝ) {η : ℝ} (hη : 0 < η) {H A B : Matrix n n ℂ}
    (hH : H.IsHermitian) (hA : A.PosSemidef) (hB : B.PosSemidef) :
    IsUnit (inverseGreen E η H A B) := by
  rw [Matrix.isUnit_iff_isUnit_det, isUnit_iff_ne_zero]
  intro hdet
  obtain ⟨v, hv, hMv⟩ := Matrix.exists_mulVec_eq_zero_iff.mpr hdet
  -- the expectation value of `H` is real
  have hHs : star v ⬝ᵥ H *ᵥ v = star (star v ⬝ᵥ H *ᵥ v) := by
    conv_lhs => rw [Matrix.star_dotProduct, Matrix.star_mulVec, hH.eq,
      ← Matrix.dotProduct_mulVec]
  have hHim : (star v ⬝ᵥ H *ᵥ v).im = 0 := by
    have h := congrArg Complex.im hHs
    rw [Complex.star_def, Complex.conj_im] at h
    linarith
  have ha := (Complex.le_def.mp (hA.dotProduct_mulVec_nonneg v)).1
  have hb := (Complex.le_def.mp (hB.dotProduct_mulVec_nonneg v)).1
  have hN : 0 < star v ⬝ᵥ v := by
    rw [dotProduct_comm]
    exact lt_of_le_of_ne (dotProduct_star_self_nonneg v)
      (fun h => hv (dotProduct_star_self_eq_zero.mp h.symm))
  obtain ⟨hNre, hNim⟩ := Complex.lt_def.mp hN
  -- the imaginary part of the expectation value of the inverse Green function
  have hq : star v ⬝ᵥ (inverseGreen E η H A B) *ᵥ v = 0 := by
    rw [hMv, dotProduct_zero]
  simp only [inverseGreen, Matrix.add_mulVec, Matrix.sub_mulVec, Matrix.smul_mulVec,
    Matrix.one_mulVec, dotProduct_add, dotProduct_sub, dotProduct_smul, smul_eq_mul] at hq
  have him := congrArg Complex.im hq
  simp only [Complex.add_im, Complex.sub_im, Complex.mul_im, Complex.add_re, Complex.mul_re,
    Complex.ofReal_re, Complex.ofReal_im, Complex.I_re, Complex.I_im, Complex.div_ofNat_re,
    Complex.div_ofNat_im, Complex.zero_im, hHim, ← hNim] at him
  simp only [Complex.zero_re] at ha hb hNre
  have hp := mul_pos hη hNre
  linarith

end

end IsUnitInverseGreen
```

Messages:

```
Main.lean:37:25: error: Application type mismatch: The argument
  dotProduct_star_self_nonneg v
has type
  0 ≤ star v ⬝ᵥ v
but is expected to have type
  0 ≤ v ⬝ᵥ star v
in the application
  lt_of_le_of_ne (dotProduct_star_self_nonneg v)
Main.lean:38:52: error: Application type mismatch: The argument
  Eq.symm h
has type
  v ⬝ᵥ star v = 0
but is expected to have type
  star v ⬝ᵥ v = 0
in the application
  dotProduct_star_self_eq_zero.mp (Eq.symm h)
```

What went wrong. Both errors come from the proof of `hN`, which says that `star v ⬝ᵥ v` is positive. That goal already has its factors in the order the two lemmas use, but `rw [dotProduct_comm]` swaps them, leaving `0 < v ⬝ᵥ star v` to be proved.

The first message says that `dotProduct_star_self_nonneg v` gives `0 ≤ star v ⬝ᵥ v`, while the swapped goal needs `0 ≤ v ⬝ᵥ star v`. The second is the same mismatch in the proof that the product is not zero: `h.symm` now says `v ⬝ᵥ star v = 0`, but `dotProduct_star_self_eq_zero.mp` expects `star v ⬝ᵥ v = 0`. The two products are equal, by `dotProduct_comm` itself, but Lean does not apply that lemma unasked when it checks an argument's type.

The repair deletes the rewrite. The goal then keeps its original order, both lemmas fit, and the `exact` term works unchanged.

As a diff, the version that Lean accepts:

```diff
@@ -34,5 +34,4 @@
   have hb := (Complex.le_def.mp (hB.dotProduct_mulVec_nonneg v)).1
   have hN : 0 < star v ⬝ᵥ v := by
-    rw [dotProduct_comm]
     exact lt_of_le_of_ne (dotProduct_star_self_nonneg v)
       (fun h => hv (dotProduct_star_self_eq_zero.mp h.symm))
```
